# For commuting Hermitian n×n matrices A and B, at most n(n−1)/2 real t give A + tB an eigenvector that A and B do not share

Take $A=\mathrm{diag}(1,4)$ and $B=\mathrm{diag}(1,2)$, and try to diagonalize both at once by diagonalizing $A+tB$. At $t=-3$ the combination is $-2$ times the identity. Every unitary diagonalizes it, including those that mix the two basis states and diagonalize neither $A$ nor $B$. An accidental degeneracy has erased the information that was wanted.

For commuting Hermitian $n\times n$ matrices such values of $t$ are finite in number, so a $t$ drawn from a continuous distribution avoids them with probability one. When a Hamiltonian and a Hermitian symmetry operator are represented by commuting finite matrices, this lets one diagonalization label the levels of the Hamiltonian by the eigenvalues of the symmetry operator, even where the Hamiltonian itself is degenerate.

## Eigenvectors and exceptional couplings

Observables are represented by Hermitian complex $n\times n$ matrices, with indices running from $0$ to $n-1$ (the type `Fin n`). The definitions below apply to any complex matrix; Hermiticity enters as a hypothesis of the theorems that use it.

```lean
import Mathlib

open Matrix MeasureTheory

namespace JointDiagonalization

noncomputable section

variable {n : ℕ}
```

An eigenvector of $M$ is a vector $v\neq 0$ with $Mv=\mu v$ for some complex $\mu$. It need not be normalised.

```lean
/-- A nonzero vector that the matrix `M` maps to a multiple of itself. -/
def IsEigvec (M : Matrix (Fin n) (Fin n) ℂ) (v : Fin n → ℂ) : Prop :=
  v ≠ 0 ∧ ∃ μ : ℂ, M *ᵥ v = μ • v
```

A real $t$ is exceptional if some eigenvector of $A+tB$ fails to be an eigenvector of $A$ or of $B$. The definition mentions neither levels nor crossings; these enter through the proof.

```lean
/-- The real couplings `t` for which `A + t B` has an eigenvector that is not a common
eigenvector of `A` and `B`. -/
def exceptional (A B : Matrix (Fin n) (Fin n) ℂ) : Set ℝ :=
  {t | ∃ v, IsEigvec (A + (t : ℂ) • B) v ∧ ¬ (IsEigvec A v ∧ IsEigvec B v)}
```

Crossings will be counted by pairs of levels $i<j$, stored with the larger index first.

```lean
/-- The pairs of levels `(j, i)` with `i < j`. -/
def levelPairs (n : ℕ) : Finset (Σ _ : Fin n, Fin n) :=
  Finset.univ.sigma fun j => Finset.Iio j
```

The example that attains the bound uses diagonal matrices with entries $c^i$.

```lean
/-- The diagonal matrix with entries `1, c, c², …`. -/
def powDiag (n : ℕ) (c : ℂ) : Matrix (Fin n) (Fin n) ℂ :=
  diagonal fun i => c ^ (i : ℕ)
```

For each $j$ there are $j$ choices of $i<j$, so the number of pairs is $\sum_{j=0}^{n-1} j=n(n-1)/2$.

```lean
/-- There are `n(n-1)/2` pairs of levels. -/
theorem card_levelPairs (n : ℕ) : (levelPairs n).card = n * (n - 1) / 2 := by
  rw [levelPairs, Finset.card_sigma]
  simp only [Fin.card_Iio]
  exact (Fin.sum_univ_eq_sum_range (fun i => i) n).trans (Finset.sum_range_id n)
```

## A joint eigenbasis

If $Av=\alpha v$, then $A(Bv)=B(Av)=\alpha Bv$, so $B$ maps each eigenspace of $A$ into itself. Restricted to that eigenspace $B$ is still Hermitian and can be diagonalized there. Collecting the resulting vectors over all eigenspaces of $A$ gives a basis $e_i$ with
$$Ae_i=a_ie_i,\qquad Be_i=b_ie_i.$$

The code takes the decomposition into joint eigenspaces from Mathlib, chooses a basis in each, and renumbers the union by `Fin n`. The statement gives $a_i,b_i$ as complex numbers and does not claim that the basis is orthonormal; the argument needs neither reality nor orthonormality.

```lean
/-- Two commuting Hermitian matrices have a common basis of eigenvectors. -/
theorem exists_joint_eigenbasis {A B : Matrix (Fin n) (Fin n) ℂ}
    (hA : A.IsHermitian) (hB : B.IsHermitian) (hAB : Commute A B) :
    ∃ (e : Module.Basis (Fin n) ℂ (Fin n → ℂ)) (a b : Fin n → ℂ),
      (∀ i, A *ᵥ e i = a i • e i) ∧ ∀ i, B *ᵥ e i = b i • e i := by
  have key : ∀ (M : Matrix (Fin n) (Fin n) ℂ) (v : EuclideanSpace ℂ (Fin n)),
      Matrix.toEuclideanLin M v = WithLp.toLp 2 (M *ᵥ v.ofLp) := fun _ _ => rfl
  have hc : Commute (Matrix.toEuclideanLin A) (Matrix.toEuclideanLin B) := by
    refine LinearMap.ext fun v => ?_
    rw [Module.End.mul_apply, Module.End.mul_apply, key, key, key, key]
    simp only [Matrix.mulVec_mulVec, hAB.eq]
  -- the joint eigenspaces decompose the whole space
  have hint := LinearMap.IsSymmetric.directSum_isInternal_of_commute
    (isSymmetric_toEuclideanLin_iff.2 hA) (isSymmetric_toEuclideanLin_iff.2 hB) hc
  let e := hint.collectedBasis (fun p => Module.finBasis ℂ _)
  have hmem := hint.collectedBasis_mem (fun p => Module.finBasis ℂ _)
  let f := e.map (WithLp.linearEquiv 2 ℂ (Fin n → ℂ))
  let σ := f.indexEquiv (Pi.basisFun ℂ (Fin n))
  refine ⟨f.reindex σ, fun i => (σ.symm i).1.2, fun i => (σ.symm i).1.1,
    fun i => ?_, fun i => ?_⟩
  · have h := Module.End.mem_eigenspace_iff.1 (Submodule.mem_inf.1 (hmem (σ.symm i))).1
    rw [Module.Basis.reindex_apply]
    exact congrArg WithLp.ofLp h
  · have h := Module.End.mem_eigenspace_iff.1 (Submodule.mem_inf.1 (hmem (σ.symm i))).2
    rw [Module.Basis.reindex_apply]
    exact congrArg WithLp.ofLp h
```

## Which superpositions are eigenvectors

Let $Me_i=m_ie_i$ and $v=\sum_i c_ie_i$. Then $Mv=\sum_i m_ic_ie_i$, and comparing coefficients shows that $Mv=\mu v$ means $m_ic_i=\mu c_i$ for every $i$. Equivalently, $m_i=\mu$ wherever $c_i\neq0$: all basis states contained in $v$ have the same eigenvalue.

In Lean $c_i$ is `e.repr v i`. The auxiliary statement `hr` is the coefficient formula, and the two directions cancel $c_i$ or treat $c_i=0$ separately.

```lean
/-- If `M` is diagonal in the basis `e`, then `M v = μ v` holds exactly when every basis state
contained in `v` has eigenvalue `μ`. -/
theorem eigen_iff (e : Module.Basis (Fin n) ℂ (Fin n → ℂ)) {M : Matrix (Fin n) (Fin n) ℂ}
    {m : Fin n → ℂ} (hM : ∀ i, M *ᵥ e i = m i • e i) (v : Fin n → ℂ) (μ : ℂ) :
    M *ᵥ v = μ • v ↔ ∀ i, e.repr v i ≠ 0 → m i = μ := by
  -- `M` multiplies the `i`-th coordinate by `m i`
  have hr : ∀ i, e.repr (M *ᵥ v) i = m i * e.repr v i := by
    intro i
    have h : (e.coord i) ∘ₗ M.mulVecLin = m i • e.coord i := by
      apply e.ext
      intro j
      by_cases hj : j = i
      · subst hj
        simp [hM]
      · simp [hM, hj]
    exact LinearMap.congr_fun h v
  constructor
  · intro h i hi
    have h1 := hr i
    rw [h, map_smul, Finsupp.smul_apply, smul_eq_mul] at h1
    exact (mul_right_cancel₀ hi h1).symm
  · intro h
    apply e.ext_elem
    intro i
    rw [hr, map_smul, Finsupp.smul_apply, smul_eq_mul]
    by_cases hi : e.repr v i = 0
    · simp [hi]
    · rw [h i hi]
```

## Exceptional couplings are level crossings

In the joint basis, $A+tB$ has the levels $a_i+tb_i$. The claim is that $t$ is exceptional exactly when, for some $i<j$,
$$a_i+tb_i=a_j+tb_j,\qquad b_i\neq b_j.$$

Suppose there is no such crossing, and let $v$ be an eigenvector of $A+tB$ with eigenvalue $\mu$. Every state in $v$ satisfies $a_i+tb_i=\mu$. Since $v\neq0$, it contains some $e_k$. The absence of a crossing forces $b_i=b_k$ for every state $e_i$ in $v$, and subtracting the two level equations gives $a_i=a_k$. So $v$ is an eigenvector of both matrices.

Conversely, at a crossing $e_i+e_j$ is an eigenvector of $A+tB$, but not of $B$, because $b_i\neq b_j$. For orthonormal basis states the normalised vector is $(e_i+e_j)/\sqrt2$.

```lean
/-- If `A` and `B` are both diagonal in the basis `e`, a coupling `t` is exceptional exactly when
two levels of `A + t B` with different eigenvalues of `B` cross at `t`. -/
theorem mem_exceptional_iff (e : Module.Basis (Fin n) ℂ (Fin n → ℂ))
    {A B : Matrix (Fin n) (Fin n) ℂ} {a b : Fin n → ℂ}
    (hA : ∀ i, A *ᵥ e i = a i • e i) (hB : ∀ i, B *ᵥ e i = b i • e i) (t : ℝ) :
    t ∈ exceptional A B ↔
      ∃ i j, i < j ∧ b i ≠ b j ∧ a i + t * b i = a j + t * b j := by
  have hM : ∀ i, (A + (t : ℂ) • B) *ᵥ e i = (a i + t * b i) • e i := by
    intro i
    rw [Matrix.add_mulVec, Matrix.smul_mulVec, hA, hB, add_smul, mul_smul]
  constructor
  · rintro ⟨v, ⟨hv, μ, hμ⟩, hn⟩
    by_contra hc
    have hb : ∀ i j, a i + t * b i = a j + t * b j → b i = b j := by
      intro i j h
      by_contra hne
      rcases lt_trichotomy i j with hij | hij | hij
      · exact hc ⟨i, j, hij, hne, h⟩
      · exact hne (by rw [hij])
      · exact hc ⟨j, i, hij, Ne.symm hne, h.symm⟩
    have hm : ∀ i, e.repr v i ≠ 0 → a i + t * b i = μ := (eigen_iff e hM v μ).1 hμ
    obtain ⟨k, hk⟩ : ∃ k, e.repr v k ≠ 0 := by
      by_contra h
      refine hv (e.ext_elem fun i => ?_)
      have h0 : e.repr v i = 0 := not_not.mp fun hi => h ⟨i, hi⟩
      simp [h0]
    -- without a crossing, all states in `v` share both eigenvalues
    have hbk : ∀ i, e.repr v i ≠ 0 → b i = b k :=
      fun i hi => hb i k ((hm i hi).trans (hm k hk).symm)
    refine hn ⟨⟨hv, a k, (eigen_iff e hA v _).2 fun i hi => ?_⟩,
      ⟨hv, b k, (eigen_iff e hB v _).2 hbk⟩⟩
    have h1 := hm i hi
    have h2 := hm k hk
    rw [hbk i hi] at h1
    linear_combination h1 - h2
  · -- at a crossing, the sum of the two states is an eigenvector of `A + t B` but not of `B`
    rintro ⟨i, j, hij, hne, h⟩
    have hi : e.repr (e i + e j) i ≠ 0 := by simp [hij.ne']
    have hj : e.repr (e i + e j) j ≠ 0 := by simp [hij.ne]
    refine ⟨e i + e j, ⟨fun h0 => hi (by rw [h0]; simp), a i + t * b i, ?_⟩, ?_⟩
    · rw [Matrix.mulVec_add, hM i, hM j, ← h, smul_add]
    · rintro ⟨_, _, β, hβ⟩
      have h1 := (eigen_iff e hB _ _).1 hβ
      exact hne ((h1 i hi).trans (h1 j hj).symm)
```

## Counting the crossings

Solving the crossing condition for $t$ gives
$$t=\frac{a_j-a_i}{b_i-b_j}.$$
Each pair therefore contributes at most one exceptional value, and there are $n(n-1)/2$ pairs. The code places the exceptional set inside the image of the pairs under this formula, taking the real part to obtain a real number. Finiteness and the bound on `ncard`, the number of elements, follow.

```lean
/-- For commuting Hermitian `A` and `B`, at most `n(n-1)/2` real `t` exist for which `A + t B`
has an eigenvector that is not a common eigenvector of `A` and `B`. -/
theorem exceptional_finite_and_card_le {A B : Matrix (Fin n) (Fin n) ℂ}
    (hA : A.IsHermitian) (hB : B.IsHermitian) (hAB : Commute A B) :
    (exceptional A B).Finite ∧ (exceptional A B).ncard ≤ n * (n - 1) / 2 := by
  obtain ⟨e, a, b, ha, hb⟩ := exists_joint_eigenbasis hA hB hAB
  -- each pair of levels determines at most one crossing point
  let f : (Σ _ : Fin n, Fin n) → ℝ := fun p => ((a p.1 - a p.2) / (b p.2 - b p.1)).re
  have hsub : exceptional A B ⊆ ↑((levelPairs n).image f) := by
    intro t ht
    obtain ⟨i, j, hij, hne, h⟩ := (mem_exceptional_iff e ha hb t).1 ht
    have hq : (a j - a i) / (b i - b j) = (t : ℂ) := by
      rw [div_eq_iff (sub_ne_zero.2 hne)]
      linear_combination (-1 : ℂ) * h
    refine Finset.mem_coe.2 (Finset.mem_image.2 ⟨⟨j, i⟩, by simp [levelPairs, hij], ?_⟩)
    show ((a j - a i) / (b i - b j)).re = t
    rw [hq, Complex.ofReal_re]
  refine ⟨(Finset.finite_toSet _).subset hsub, ?_⟩
  have h1 := Set.ncard_le_ncard hsub (Finset.finite_toSet _)
  rw [Set.ncard_coe_finset] at h1
  exact h1.trans (Finset.card_image_le.trans (card_levelPairs n).le)
```

For $n=1$ the bound is zero and every $t$ works; for $n=2$ at most one value is bad, as in the opening example.

Commutation is essential. For the Pauli matrices $A=\sigma_z$ and $B=\sigma_x$, which share no eigenvector, every real $t$ is exceptional.

## Matrices that attain the bound

Let $a_i=4^i$ and $b_i=2^i$. Since $4^j-4^i=(2^j-2^i)(2^j+2^i)$, levels $i<j$ cross at
$$t=-(2^j+2^i).$$
These values are all different. From $2^j<2^j+2^i<2^{j+1}$ the sum determines $j$, and subtracting $2^j$ then determines $i$.

The code checks that the two matrices are Hermitian and commute, identifies the exceptional set with these values (`hset`), and proves them distinct (`hinj`), with `aux` comparing the larger exponents.

```lean
/-- The bound is attained in every dimension by the commuting Hermitian matrices
`diag(4^i)` and `diag(2^i)`. -/
theorem card_bound_sharp (n : ℕ) :
    (powDiag n 4).IsHermitian ∧ (powDiag n 2).IsHermitian ∧
      Commute (powDiag n 4) (powDiag n 2) ∧
      (exceptional (powDiag n 4) (powDiag n 2)).ncard = n * (n - 1) / 2 := by
  refine ⟨?_, ?_, ?_, ?_⟩
  · exact (diagonal_conjTranspose _).trans (congrArg diagonal (funext fun i => by simp))
  · exact (diagonal_conjTranspose _).trans (congrArg diagonal (funext fun i => by simp))
  · show powDiag n 4 * powDiag n 2 = powDiag n 2 * powDiag n 4
    rw [powDiag, powDiag, diagonal_mul_diagonal, diagonal_mul_diagonal]
    exact congrArg diagonal (funext fun i => mul_comm _ _)
  have hd : ∀ (c : ℂ) (i : Fin n), powDiag n c *ᵥ Pi.basisFun ℂ (Fin n) i
      = c ^ (i : ℕ) • Pi.basisFun ℂ (Fin n) i := by
    intro c i
    ext k
    rw [powDiag, Matrix.mulVec_diagonal]
    by_cases h : k = i
    · subst h
      simp
    · simp [h]
  have h4 : ∀ k : ℕ, (4 : ℂ) ^ k = 2 ^ k * 2 ^ k := by
    intro k
    rw [← mul_pow]
    norm_num
  let f : (Σ _ : Fin n, Fin n) → ℝ := fun p => -(2 ^ (p.1 : ℕ) + 2 ^ (p.2 : ℕ))
  -- the crossings lie at `t = -(2^j + 2^i)`
  have hset : exceptional (powDiag n 4) (powDiag n 2) = ↑((levelPairs n).image f) := by
    ext t
    rw [mem_exceptional_iff _ (hd 4) (hd 2) t, Finset.mem_coe, Finset.mem_image]
    constructor
    · rintro ⟨i, j, hij, hne, h⟩
      rw [h4, h4] at h
      have ht : (t : ℂ) = -(2 ^ (j : ℕ) + 2 ^ (i : ℕ)) :=
        mul_left_cancel₀ (sub_ne_zero.2 hne) (by linear_combination h)
      refine ⟨⟨j, i⟩, by simp [levelPairs, hij], ?_⟩
      show -((2 : ℝ) ^ (j : ℕ) + 2 ^ (i : ℕ)) = t
      exact_mod_cast ht.symm
    · rintro ⟨⟨j, i⟩, hp, rfl⟩
      have hij : i < j := by simpa [levelPairs] using hp
      have hlt : 2 ^ (i : ℕ) < 2 ^ (j : ℕ) := Nat.pow_lt_pow_right (by norm_num) hij
      refine ⟨i, j, hij, by exact_mod_cast hlt.ne, ?_⟩
      rw [h4, h4]
      simp only [f]
      push_cast
      ring
  -- and they are distinct, since binary expansions are unique
  have aux : ∀ i j k l : ℕ, i < j → 2 ^ j + 2 ^ i = 2 ^ l + 2 ^ k → ¬ j < l := by
    intro i j k l hij h hjl
    have h1 : 2 ^ i < 2 ^ j := Nat.pow_lt_pow_right (by norm_num) hij
    have h2 : 2 ^ (j + 1) ≤ 2 ^ l := Nat.pow_le_pow_right (by norm_num) hjl
    rw [pow_succ] at h2
    linarith [Nat.zero_le (2 ^ k)]
  have hinj : Set.InjOn f ↑(levelPairs n) := by
    rintro ⟨j, i⟩ hp ⟨l, k⟩ hq h
    have hij : i < j := by simpa [levelPairs] using hp
    have hkl : k < l := by simpa [levelPairs] using hq
    have hN : 2 ^ (j : ℕ) + 2 ^ (i : ℕ) = 2 ^ (l : ℕ) + 2 ^ (k : ℕ) := by
      have h' : (2 : ℝ) ^ (j : ℕ) + 2 ^ (i : ℕ) = 2 ^ (l : ℕ) + 2 ^ (k : ℕ) := neg_injective h
      exact_mod_cast h'
    have hjl : j = l := Fin.ext (le_antisymm
      (not_lt.1 (aux _ _ _ _ hkl hN.symm)) (not_lt.1 (aux _ _ _ _ hij hN)))
    subst hjl
    have hik : i = k := Fin.ext (Nat.pow_right_injective (le_refl 2) (Nat.add_left_cancel hN))
    rw [hik]
  rw [hset, Set.ncard_coe_finset, Finset.card_image_of_injOn hinj, card_levelPairs]
```

## From eigenvectors to a diagonalizing unitary

Let $U$ be unitary with $D=U^\dagger(A+tB)U$ diagonal, where $U^\dagger$ is `star U`. Then $(A+tB)U=UD$, so each column $u_j$ of $U$ is an eigenvector of $A+tB$ with eigenvalue $D_{jj}$. If $t$ is not exceptional, $Au_j=\alpha_ju_j$ for some $\alpha_j$, and for $i\neq j$
$$(U^\dagger AU)_{ij}=u_i^\dagger Au_j=\alpha_j\,u_i^\dagger u_j=0.$$
The same holds for $B$. In the code `hcol` supplies the common eigenvectors and `hent` the vanishing entries; the column $u_j$ is written `U *ᵥ Pi.single j 1`.

```lean
/-- If `t` is not exceptional, every unitary that diagonalizes `A + t B` diagonalizes both
`A` and `B`. -/
theorem isDiag_of_not_exceptional {A B U : Matrix (Fin n) (Fin n) ℂ} {t : ℝ}
    (ht : t ∉ exceptional A B) (hU : U ∈ unitaryGroup (Fin n) ℂ)
    (hD : (star U * (A + (t : ℂ) • B) * U).IsDiag) :
    (star U * A * U).IsDiag ∧ (star U * B * U).IsDiag := by
  have hU2 : U * star U = 1 := mem_unitaryGroup_iff.1 hU
  have hU1 : star U * U = 1 := mul_eq_one_comm.1 hU2
  -- an eigenvector column of `U` gives a column without off-diagonal entries
  have hent : ∀ (M : Matrix (Fin n) (Fin n) ℂ) (j : Fin n),
      IsEigvec M (U *ᵥ Pi.single j 1) → ∀ i, i ≠ j → (star U * M * U) i j = 0 := by
    rintro M j ⟨_, μ, hμ⟩ i hij
    have h : (star U * M * U) *ᵥ Pi.single j 1 = μ • Pi.single j 1 := by
      rw [← Matrix.mulVec_mulVec, ← Matrix.mulVec_mulVec, hμ, Matrix.mulVec_smul,
        Matrix.mulVec_mulVec, hU1, Matrix.one_mulVec]
    have h' := congrFun h i
    simpa [hij] using h'
  have hs : ∀ (D : Matrix (Fin n) (Fin n) ℂ) (j : Fin n), D.IsDiag →
      D *ᵥ Pi.single j 1 = D j j • Pi.single j 1 := by
    intro D j hd
    ext i
    by_cases h : i = j
    · subst h
      simp
    · simp [h, hd h]
  -- the columns of `U` are eigenvectors of `A + t B`, hence common eigenvectors
  have hcol : ∀ j, IsEigvec A (U *ᵥ Pi.single j 1) ∧ IsEigvec B (U *ᵥ Pi.single j 1) := by
    intro j
    by_contra hn
    refine ht ⟨U *ᵥ Pi.single j 1,
      ⟨fun h0 => ?_, (star U * (A + (t : ℂ) • B) * U) j j, ?_⟩, hn⟩
    · have h1 := congrArg (fun w => star U *ᵥ w) h0
      simp only [Matrix.mulVec_mulVec, hU1, Matrix.one_mulVec, Matrix.mulVec_zero] at h1
      simpa using congrFun h1 j

    · have h1 : U * (star U * (A + (t : ℂ) • B) * U) = (A + (t : ℂ) • B) * U := by
        rw [← mul_assoc, ← mul_assoc, hU2, one_mul]
      rw [Matrix.mulVec_mulVec, ← h1, ← Matrix.mulVec_mulVec, hs _ j hD, Matrix.mulVec_smul]
  exact ⟨fun i j hij => hent A j (hcol j).1 i hij, fun i j hij => hent B j (hcol j).2 i hij⟩
```

## Drawing t at random

The probability law `P` is assumed to give every single point probability zero, as any law with a density does. A finite set then has probability zero, so almost every $t$ is not exceptional. The statement covers all diagonalizing $U$ for such a $t$, so $U$ may depend on $t$, as the output of an eigensolver does.

The result concerns exact arithmetic. Near a crossing, $A+tB$ has a small gap, and computed eigenvectors become sensitive to rounding.

```lean
/-- For `t` drawn from any distribution that gives each single point probability zero, almost
surely every unitary that diagonalizes `A + t B` diagonalizes both commuting Hermitian matrices
`A` and `B`. -/
theorem random_combination {A B : Matrix (Fin n) (Fin n) ℂ}
    (hA : A.IsHermitian) (hB : B.IsHermitian) (hAB : Commute A B)
    (P : Measure ℝ) [NullSingletonClass P] :
    ∀ᵐ (t : ℝ) ∂P, ∀ U ∈ unitaryGroup (Fin n) ℂ,
      (star U * (A + (t : ℂ) • B) * U).IsDiag →
      (star U * A * U).IsDiag ∧ (star U * B * U).IsDiag := by
  have h0 : ∀ᵐ (t : ℝ) ∂P, t ∉ exceptional A B := by
    rw [ae_iff]
    simpa using (exceptional_finite_and_card_le hA hB hAB).1.measure_zero P
  filter_upwards [h0] with t ht U hU hD
  exact isDiag_of_not_exceptional ht hU hD

end

end JointDiagonalization
```

```lean
#print axioms JointDiagonalization.exceptional_finite_and_card_le
-- 'JointDiagonalization.exceptional_finite_and_card_le' depends on axioms: [propext, Classical.choice, Quot.sound]
#print axioms JointDiagonalization.card_bound_sharp
-- 'JointDiagonalization.card_bound_sharp' depends on axioms: [propext, Classical.choice, Quot.sound]
#print axioms JointDiagonalization.random_combination
-- 'JointDiagonalization.random_combination' depends on axioms: [propext, Classical.choice, Quot.sound]
```
